# A determinant of n doubly occupied and m singly occupied spin-up orbitals is annihilated by S₊ and has S_z = m/2

Let $a_0,\dots,a_{n+m-1}$ be complex spatial orbitals. Occupy all of them with spin up and the first $n$ also with spin down, and let $D$ be the Slater determinant of these $N=2n+m$ spin-orbitals. In units of $\hbar$,

$$S_+D=0,\qquad S_zD=\tfrac m2\,D .$$

If the $a_j$ are linearly independent, then $D\neq0$, so $D$ is a genuine eigenfunction of $S_z$.

This is the form of the high-spin reference determinant in restricted open-shell Hartree–Fock theory. The result concerns the spin of that single determinant, whatever the Hamiltonian. The first equation uses the fact that every spatial orbital occupied with spin down is also occupied with spin up; the second depends only on the numbers of up and down spin-orbitals.

## From rows to columns

Electron $i$ has coordinate $x_i=(r_i,\sigma_i)$, a position and a spin. Write $\varphi_k$ for the occupied spin-orbitals, $A_{ik}=\varphi_k(x_i)$, and $D(x)=\det A$. A $2\times2$ spin matrix $M$ acts on a spin-orbital by

$$(M\varphi_k)(r,\sigma)=\sum_\tau M_{\sigma\tau}\,\varphi_k(r,\tau).$$

Acting on electron $i$ alone, $M$ changes only row $i$ of $A$. Since the determinant is linear in that row, the result is $\det A$ with row $i$ replaced by row $i$ of $B$, where $B_{ik}=(M\varphi_k)(x_i)$. Let $C_{ik}$ be the cofactors of $A$. Expanding along the replaced row and summing over electrons gives

$$\sum_i\sum_k C_{ik}B_{ik}=\sum_k\sum_i C_{ik}B_{ik}.$$

The right side is the sum of determinants in which column $k$ of $A$ is replaced by column $k$ of $B$. A total spin operator therefore acts on one spin-orbital at a time:

$$\Big(\sum_i M_i\Big)D=\sum_k D[\varphi_k\to M\varphi_k].$$

## Raising, counting spins and finding a nonzero value

For $S_+$, raising an up orbital gives zero, hence a zero column. Raising $a_j$ with spin down gives $a_j$ with spin up, which is already occupied, hence two equal columns. Every term vanishes.

For $S_z$, each of the $n+m$ up columns contributes $\tfrac12D$ and each of the $n$ down columns $-\tfrac12D$. The sum is $\big(\tfrac{n+m}2-\tfrac n2\big)D=\tfrac m2D$.

Now let the $a_j$ be linearly independent. If a linear combination of the occupied spin-orbitals vanishes, its spin-up part is a vanishing combination of all the $a_j$ and its spin-down part one of the first $n$. All coefficients are then zero, so the spin-orbitals are independent too.

Consider the vectors $v(y)=(\varphi_k(y))_k$ in $\mathbb C^N$, one for each one-electron coordinate $y$. If they did not span $\mathbb C^N$, some nonzero $c$ would satisfy $\sum_kc_k\varphi_k(y)=0$ for all $y$, contradicting independence. So $N$ of them form a basis. Placing the electrons at the corresponding coordinates makes the rows of $A$ independent, and $D(x)\neq0$ there.

With the identity $S^2=S_-S_++S_z^2+S_z$, the two equations lead on to $S^2D=\tfrac m2(\tfrac m2+1)D$, a step that the Lean development below does not take.

## Three electrons at positions 0, 1 and 3

Take $n=m=1$, positions in $\{0,1,3\}$, $a_0(r)=1$ and $a_1(r)=r$. The columns are $a_0{\uparrow},\,a_1{\uparrow},\,a_0{\downarrow}$. Evaluate $S_+D$ with the electrons at $0,1,3$, all up. Each term is $D$ with one of these spins turned down:

$$\begin{vmatrix}0&0&1\\1&1&0\\1&3&0\end{vmatrix}+\begin{vmatrix}1&0&0\\0&0&1\\1&3&0\end{vmatrix}+\begin{vmatrix}1&0&0\\1&1&0\\0&0&1\end{vmatrix}=2-3+1=0 .$$

In the last configuration $D=1$ and the spins add to $\tfrac12+\tfrac12-\tfrac12=\tfrac12$, so $S_zD=\tfrac12D$ there, as $m=1$ requires.

## Wavefunctions and spin operators in Lean

The position set `R` is arbitrary, and `ι` is a finite set of electron labels.

```lean
import Mathlib

open Matrix Finset

namespace HighSpinDeterminant

noncomputable section

variable {R ι : Type*} [Fintype ι] [DecidableEq ι]
```

A wavefunction is any complex function of all the coordinates. Antisymmetry is not imposed on the type; the determinant supplies it. There is no integration or normalisation, and functions are compared point by point.

```lean
/-- Wavefunctions of electrons labelled by `ι`, each with a position in `R` and a spin
(`0` is up, `1` is down). -/
abbrev WaveFn (R ι : Type*) := (ι → R × Fin 2) → ℂ
```

The next two definitions are $M_i$ and $\sum_iM_i$. `Function.update` changes the spin of electron `i` and leaves its position alone.

```lean
/-- The spin matrix `M` acting on the spin of electron `i`. -/
def onElectron (M : Matrix (Fin 2) (Fin 2) ℂ) (i : ι) (Ψ : WaveFn R ι) : WaveFn R ι :=
  fun x => ∑ τ, M (x i).2 τ * Ψ (Function.update x i ((x i).1, τ))

/-- The total spin operator: the sum over all electrons of the spin matrix `M`. -/
def total (M : Matrix (Fin 2) (Fin 2) ℂ) (Ψ : WaveFn R ι) : WaveFn R ι :=
  fun x => ∑ i, onElectron M i Ψ x
```

With up as index 0 and down as index 1, the two matrices are as follows.

```lean
/-- The spin matrix `s_z`, in units of ħ. -/
def sZ : Matrix (Fin 2) (Fin 2) ℂ := !![1 / 2, 0; 0, -1 / 2]

/-- The raising matrix, which turns down into up. -/
def sPlus : Matrix (Fin 2) (Fin 2) ℂ := !![0, 1; 0, 0]
```

The same action on a single spin-orbital is $M\varphi_k$ above.

```lean
/-- The spin matrix `M` acting on a single spin-orbital. -/
def spinAct (M : Matrix (Fin 2) (Fin 2) ℂ) (f : R × Fin 2 → ℂ) : R × Fin 2 → ℂ :=
  fun y => ∑ τ, M y.2 τ * f (y.1, τ)
```

## The determinant and its occupied orbitals

Rows are electrons and columns are spin-orbitals, both labelled by `ι`, so the matrix is square.

```lean
/-- The matrix of spin-orbital values: rows are electrons, columns are spin-orbitals. -/
def orbitalMatrix (φ : ι → R × Fin 2 → ℂ) (x : ι → R × Fin 2) : Matrix ι ι ℂ :=
  Matrix.of fun i k => φ k (x i)
```

The determinant carries no prefactor. For orthonormal orbitals the normalised function is $D/\sqrt{N!}$, and it satisfies the same two equations.

```lean
/-- The unnormalised Slater determinant of the spin-orbitals `φ`. -/
def slater (φ : ι → R × Fin 2 → ℂ) : WaveFn R ι := fun x => (orbitalMatrix φ x).det

/-- The spatial orbital `f` with spin `s`. -/
def spinOrbital (f : R → ℂ) (s : Fin 2) : R × Fin 2 → ℂ :=
  fun y => if y.2 = s then f y.1 else 0
```

In `openShell`, the label `Sum.inl j` stands for $a_j$ with spin up and `Sum.inr j` for $a_j$ with spin down. Electrons borrow these labels only as names: an electron called `Sum.inr j` may have either spin.

```lean
/-- The occupied spin-orbitals: all `n + m` orbitals with spin up, the first `n` also
with spin down. -/
def openShell {n m : ℕ} (a : Fin (n + m) → R → ℂ) : Fin (n + m) ⊕ Fin n → R × Fin 2 → ℂ :=
  Sum.elim (fun j => spinOrbital (a j) 0) (fun j => spinOrbital (a (Fin.castAdd m j)) 1)
```

## Spin operators acting column by column

The exchange of rows for columns is the cofactor identity. Lean's `A.adjugate k i` is $C_{ik}$, and `Finset.sum_comm` swaps the two sums.

```lean
/-- Replacing the rows of `A` by those of `B` one at a time gives the same sum of
determinants as replacing the columns one at a time. -/
theorem sum_det_updateRow (A B : Matrix ι ι ℂ) :
    ∑ i, (A.updateRow i (B i)).det = ∑ k, (A.updateCol k (fun i => B i k)).det := by
  -- both sides are the trace of adjugate A times B
  have hr : ∀ i, (A.updateRow i (B i)).det = ∑ k, A.adjugate k i * B i k := by
    intro i
    rw [← Matrix.cramer_transpose_apply, Matrix.cramer_eq_adjugate_mulVec,
      ← Matrix.adjugate_transpose]
    rfl
  have hc : ∀ k, (A.updateCol k (fun i => B i k)).det = ∑ i, A.adjugate k i * B i k := by
    intro k
    rw [← Matrix.cramer_apply, Matrix.cramer_eq_adjugate_mulVec]
    rfl
  simp_rw [hr, hc]
  exact Finset.sum_comm

/-- Replacing one spin-orbital of a Slater determinant replaces one column. -/
theorem slater_update (φ : ι → R × Fin 2 → ℂ) (k : ι) (f : R × Fin 2 → ℂ)
    (x : ι → R × Fin 2) : slater (Function.update φ k f) x =
      ((orbitalMatrix φ x).updateCol k (fun i => f (x i))).det := by
  unfold slater
  congr 1
  ext i j
  by_cases h : j = k
  · subst h
    simp [orbitalMatrix]
  · simp [orbitalMatrix, h]
```

In the next proof, `hrow` says that moving electron `i` to a new coordinate replaces row `i`. Then `h1` uses linearity in that row to combine the two spin values, and the previous two lemmas finish the argument.

```lean
/-- A total spin operator acts on a Slater determinant by acting on one spin-orbital at a
time and summing the results. -/
theorem total_slater (M : Matrix (Fin 2) (Fin 2) ℂ) (φ : ι → R × Fin 2 → ℂ) :
    total M (slater φ) = ∑ k, slater (Function.update φ k (spinAct M (φ k))) := by
  funext x
  have hrow : ∀ i y, slater φ (Function.update x i y) =
      ((orbitalMatrix φ x).updateRow i (fun k => φ k y)).det := by
    intro i y
    unfold slater
    congr 1
    ext j k
    by_cases h : j = i
    · subst h
      simp [orbitalMatrix]
    · simp [orbitalMatrix, Matrix.updateRow_apply, h]
  have h1 : ∀ i, onElectron M i (slater φ) x = ((orbitalMatrix φ x).updateRow i
      (orbitalMatrix (fun k => spinAct M (φ k)) x i)).det := by
    intro i
    have hB : orbitalMatrix (fun k => spinAct M (φ k)) x i =
        M (x i).2 0 • (fun k => φ k ((x i).1, 0)) +
        M (x i).2 1 • (fun k => φ k ((x i).1, 1)) := by
      funext k
      simp [orbitalMatrix, spinAct, Fin.sum_univ_two]
    rw [hB, Matrix.det_updateRow_add, Matrix.det_updateRow_smul, Matrix.det_updateRow_smul]
    simp only [onElectron, Fin.sum_univ_two, hrow]
  rw [Finset.sum_apply]
  simp_rw [slater_update]
  exact (Finset.sum_congr rfl fun i _ => h1 i).trans (sum_det_updateRow _ _)
```

## The two spin equations

The action of the spin matrices on up and down orbitals is checked component by component.

```lean
/-- Raising an up orbital gives zero, raising a down orbital gives the up orbital, and
`s_z` multiplies them by `1/2` and `-1/2`. -/
theorem spinAct_spinOrbital (f : R → ℂ) :
    spinAct sPlus (spinOrbital f 0) = 0 ∧
    spinAct sPlus (spinOrbital f 1) = spinOrbital f 0 ∧
    spinAct sZ (spinOrbital f 0) = (1 / 2 : ℂ) • spinOrbital f 0 ∧
    spinAct sZ (spinOrbital f 1) = (-1 / 2 : ℂ) • spinOrbital f 1 := by
  refine ⟨?_, ?_, ?_, ?_⟩ <;> ext ⟨r, s⟩ <;> fin_cases s <;>
    simp [spinAct, spinOrbital, sPlus, sZ]
```

The raising theorem treats the two kinds of column separately: a zero column for `Sum.inl j`, a repeated one for `Sum.inr j`. It needs no independence of the orbitals.

```lean
/-- The total raising operator annihilates the determinant. -/
theorem raising_openShell {n m : ℕ} (a : Fin (n + m) → R → ℂ) :
    total sPlus (slater (openShell a)) = 0 := by
  rw [total_slater]
  refine Finset.sum_eq_zero ?_
  rintro (j | j) _ <;> funext x
  · -- a raised up orbital is a zero column
    have h : spinAct sPlus (openShell a (Sum.inl j)) = 0 := (spinAct_spinOrbital (a j)).1
    rw [slater_update, h]
    exact Matrix.det_eq_zero_of_column_eq_zero (Sum.inl j) fun i => by
      simp only [Matrix.updateCol_self, Pi.zero_apply]
  · -- a raised down orbital repeats an occupied up orbital
    have h : spinAct sPlus (openShell a (Sum.inr j)) =
        openShell a (Sum.inl (Fin.castAdd m j)) := (spinAct_spinOrbital _).2.1
    have hne : (Sum.inl (Fin.castAdd m j) : Fin (n + m) ⊕ Fin n) ≠ Sum.inr j :=
      Sum.inl_ne_inr
    rw [slater_update, h]
    exact Matrix.det_zero_of_column_eq hne.symm fun i => by
      rw [Matrix.updateCol_self, Matrix.updateCol_ne hne]
      rfl
```

For $S_z$, `key` takes the factor $c=\pm\tfrac12$ out of one column. The remaining lines count the columns.

```lean
/-- Total `S_z` multiplies the determinant by `m/2`. -/
theorem sz_openShell {n m : ℕ} (a : Fin (n + m) → R → ℂ) :
    total sZ (slater (openShell a)) = (m / 2 : ℂ) • slater (openShell a) := by
  funext x
  have key : ∀ k (c : ℂ), spinAct sZ (openShell a k) = c • openShell a k →
      slater (Function.update (openShell a) k (spinAct sZ (openShell a k))) x =
        c * slater (openShell a) x := by
    intro k c h
    have hcol : (fun i => (c • openShell a k) (x i)) =
        c • (fun i => orbitalMatrix (openShell a) x i k) := rfl
    rw [slater_update, h, hcol, Matrix.det_updateCol_smul, Matrix.updateCol_eq_self]
    rfl
  rw [total_slater, Finset.sum_apply, Fintype.sum_sum_type,
    Finset.sum_congr rfl fun j _ => key (Sum.inl j) (1 / 2) (spinAct_spinOrbital _).2.2.1,
    Finset.sum_congr rfl fun j _ => key (Sum.inr j) (-1 / 2) (spinAct_spinOrbital _).2.2.2]
  simp only [Finset.sum_const, Finset.card_univ, Fintype.card_fin, nsmul_eq_mul,
    Pi.smul_apply, smul_eq_mul, Nat.cast_add]
  ring
```

## Independent orbitals give a nonzero determinant

Here `hspan` is the spanning argument: a functional `f` that vanishes on every `v y` supplies the coefficients $c_k$, and independence makes them zero. The proof then selects a basis from these vectors, uses `e` to assign one to each electron, and concludes that the orbital matrix is invertible.

```lean
/-- The Slater determinant of linearly independent spin-orbitals is not the zero function. -/
theorem slater_ne_zero (φ : ι → R × Fin 2 → ℂ) (hφ : LinearIndependent ℂ φ) :
    slater φ ≠ 0 := by
  let v : R × Fin 2 → ι → ℂ := fun y k => φ k y
  -- the vectors of orbital values span the whole space
  have hspan : Submodule.span ℂ (Set.range v) = ⊤ := by
    by_contra h
    obtain ⟨f, hf, hle⟩ := Submodule.exists_le_ker_of_lt_top _ (lt_top_iff_ne_top.mpr h)
    have hz : ∑ k, f (fun j => if k = j then 1 else 0) • φ k = 0 := by
      funext y
      have h0 : f (v y) = 0 := hle (Submodule.subset_span ⟨y, rfl⟩)
      rw [LinearMap.pi_apply_eq_sum_univ] at h0
      rw [Finset.sum_apply]
      refine Eq.trans (Finset.sum_congr rfl fun k _ => ?_) h0
      exact mul_comm (f fun j => if k = j then 1 else 0) (φ k y)
    have hc : ∀ k, f (fun j => if k = j then 1 else 0) = 0 :=
      Fintype.linearIndependent_iff.mp hφ _ hz
    exact hf (LinearMap.ext fun w => (LinearMap.pi_apply_eq_sum_univ f w).trans
      (Finset.sum_eq_zero fun k _ => by rw [hc k, smul_zero]))
  -- choose one configuration per basis vector
  obtain ⟨b, hb, hbs, hli⟩ := exists_linearIndependent ℂ (Set.range v)
  let B := Module.Basis.mk hli (by rw [Subtype.range_coe, hbs, hspan])
  let e := (Pi.basisFun ℂ ι).indexEquiv B
  choose x hx using fun i => hb (e i).2
  have hrow : (orbitalMatrix φ x).row = fun i => (e i : ι → ℂ) := funext hx
  have hind : LinearIndependent ℂ (orbitalMatrix φ x).row := by
    rw [hrow]
    exact hli.comp e e.injective
  intro h0
  exact ((Matrix.isUnit_iff_isUnit_det _).mp
    (Matrix.linearIndependent_rows_iff_isUnit.mp hind)).ne_zero (congrFun h0 x)
```

The final theorem assumes independence of the spatial orbitals only. It derives that of the spin-orbitals by evaluating a vanishing combination at spin 0 (`hup`) and at spin 1 (`hdown`), then joins the three statements.

```lean
/-- For linearly independent orbitals, the determinant with `n + m` up and the first `n` down
is nonzero, is annihilated by the total raising operator, and is an eigenfunction of total
`S_z` with eigenvalue `m/2`. -/
theorem openShell_spin_eigenfunction {n m : ℕ} (a : Fin (n + m) → R → ℂ)
    (ha : LinearIndependent ℂ a) :
    slater (openShell a) ≠ 0 ∧
    total sPlus (slater (openShell a)) = 0 ∧
    total sZ (slater (openShell a)) = (m / 2 : ℂ) • slater (openShell a) := by
  refine ⟨slater_ne_zero _ ?_, raising_openShell a, sz_openShell a⟩
  rw [Fintype.linearIndependent_iff]
  intro g hg
  -- spin-up and spin-down components vanish separately
  have hup : ∀ j, g (Sum.inl j) = 0 := by
    refine Fintype.linearIndependent_iff.mp ha (fun j => g (Sum.inl j)) ?_
    funext r
    simpa [Fintype.sum_sum_type, openShell, spinOrbital] using congrFun hg (r, 0)
  have hdown : ∀ j, g (Sum.inr j) = 0 := by
    refine Fintype.linearIndependent_iff.mp
      (ha.comp (Fin.castAdd m) (Fin.castAdd_injective n m)) (fun j => g (Sum.inr j)) ?_
    funext r
    simpa [Fintype.sum_sum_type, openShell, spinOrbital] using congrFun hg (r, 1)
  rintro (j | j)
  · exact hup j
  · exact hdown j

end

end HighSpinDeterminant
```

```lean
#print axioms HighSpinDeterminant.openShell_spin_eigenfunction
```

```
'HighSpinDeterminant.openShell_spin_eigenfunction' depends on axioms: [propext, Classical.choice, Quot.sound]
```
